# Picture change halves the order-1/c² Pauli correction to ⟨1/r⟩ in the hydrogen-like 1s state

Atomic units are used throughout, with c the speed of light. One electron moves in the field of a point nucleus of charge Z > 0. Its orbital is the unnormalised 1s function

g(r) = exp(−ar), a > 0,

and its exponent a is kept separate from Z. Primes on g denote derivatives with respect to r, and ∇²g = g″ + 2g′/r is the Laplacian of a spherically symmetric function. Two radial integrals are needed:

N = ∫₀^∞ g² r² dr

K = ∫₀^∞ (∇²g)² r² dr

The angular factor 4π is left out of both. The normalised density at the nucleus is therefore g(0)²/(4πN), and the normalised mean of p⁴, with p the momentum, is K/N. This mean is taken as the squared norm of ∇²g, so no fourth derivative at the nucleus is required.

Let δ(r) be the three-dimensional delta function at the nucleus. The Darwin operator πZδ(r)/(2c²) and the mass-velocity operator −p⁴/(8c²) together have the expectation value

M(a) = (Z g(0)² − K)/(8c²N).

In M(a) the charge Z belongs to the operator and stays fixed, while a belongs to the orbital. M′(Z) means the derivative with respect to a, taken at a = Z.

## The correction with and without the transformed operator

The Pauli terms change the 1s orbital, and this changes the mean of 1/r by −M′(Z). The transformation that leads to the Pauli Hamiltonian also changes the operator: 1/r becomes 1/r − πδ(r)/(2c²) when it acts on an s state, to order 1/c². The extra term is the picture change, and its mean is −g(0)²/(8c²N). At a = Z the results are

−M′(Z) = Z³/c²

−M′(Z) − g(0)²/(8c²N) = Z³/(2c²).

The second value is half the first.

## Adding λ/r before or after the transformation

A two-component or scalar-relativistic code can obtain ⟨1/r⟩ as an energy derivative, by adding λ/r to the Hamiltonian and differentiating at λ = 0. If λ/r enters the potential before the transformation, the derivative contains the picture change. If it is added to the finished transformed Hamiltonian, the picture change is missing.

For the 1s state of a one-electron atom or ion with a point nucleus and a converged basis, in a scheme that agrees with the Pauli Hamiltonian to order 1/c², the coefficient of 1/c² in ⟨1/r⟩ is Z³/2 in the first case and Z³ in the second. Runs with several enlarged values of c give this coefficient by a fit, and a result near Z³ points to an untransformed operator.

## From the exponential to the factor of one half

**Why −M′(Z) is the correction.** Differentiation gives g′ = −ag and g″ = a²g, so

∇²g = (a² − 2a/r) g

−½∇²g − (a/r) g = −(a²/2) g.

The exponent is thus the charge that the orbital feels. Adding λ/r to the Hamiltonian, with the Pauli terms unchanged, lowers this charge to Z − λ. To first order in the Pauli terms the energy is

E(λ) = −(Z − λ)²/2 + M(Z − λ),

and its derivative at λ = 0 is Z − M′(Z). The nonrelativistic mean of 1/r is Z, and the rest is the correction.

**The integrals.** Both have the form ∫₀^∞ (pr + q)² exp(−2ar) dr, where p and q now denote real coefficients. Try the antiderivative −(Ar² + Br + C) exp(−2ar). Its derivative is

[2aA r² + (2aB − 2A) r + (2aC − B)] exp(−2ar).

Comparison with p²r² + 2pqr + q² gives

2aA = p², aB = pq + A, 2aC = q² + B.

The antiderivative vanishes at infinity and equals −C at r = 0, so the integral is

C = p²/(4a³) + pq/(2a²) + q²/(2a).

For N, set p = 1 and q = 0, which gives N = 1/(4a³). For K, use r∇²g = (a²r − 2a)g, so p = a² and q = −2a:

K = a/4 − a + 2a = 5a/4.

**The derivative.** Since g(0) = 1,

M(a) = 4a³(Z − 5a/4)/(8c²) = (4Za³ − 5a⁴)/(8c²)

M′(a) = (12Za² − 20a³)/(8c²).

At a = Z this is M′(Z) = −Z³/c². The picture-change term is −4Z³/(8c²) = −Z³/(2c²), and the sum is Z³/c² − Z³/(2c²) = Z³/(2c²).

**Varying both charges.** If the charge in the operator follows the exponent, the Pauli energy is (4Z⁴ − 5Z⁴)/(8c²) = −Z⁴/(8c²). Its derivative is −Z³/(2c²), which is the negative of the picture-change-corrected value Z³/(2c²). This is the order-1/c² part of the Hellmann–Feynman relation for the 1s energy: the explicit Z in the Darwin term supplies the part that is absent when only the orbital responds.

**The 2s orbital.** The same steps, done by hand for (1 − ar/2) exp(−ar/2), give

M₂ₛ(a) = (8Za³ − 13a⁴)/(128c²).

The uncorrected value is then 7Z³/(32c²), the picture change is −Z³/(16c²), and the sum is 5Z³/(32c²). The ratio is 5/7, so the factor of one half belongs to 1s and is not common to all s states.

## The 1s integrals and charge derivatives in Lean

```lean
import Mathlib

open MeasureTheory Set Filter Topology

namespace PauliPictureChange

noncomputable section

/-- The function `exp(-ar)`, which for `a > 0` is the unnormalized 1s orbital with exponent `a`. -/
def orbital (a r : ℝ) : ℝ := Real.exp (-a * r)

/-- The Laplacian `f'' + 2f'/r` of a spherically symmetric function, for `r ≠ 0`. -/
def radialLaplacian (f : ℝ → ℝ) (r : ℝ) : ℝ :=
  deriv (deriv f) r + 2 * deriv f r / r

/-- The radial norm integral `N` of the orbital, for `a > 0`. -/
def normIntegral (a : ℝ) : ℝ := ∫ r in Ioi (0 : ℝ), orbital a r ^ 2 * r ^ 2

/-- The radial integral `K` of the squared Laplacian of the orbital, for `a > 0`. -/
def laplacianIntegral (a : ℝ) : ℝ :=
  ∫ r in Ioi (0 : ℝ), radialLaplacian (orbital a) r ^ 2 * r ^ 2

/-- The Darwin plus mass-velocity energy `M(a)` for nuclear charge `Z` in the orbital
with exponent `a`, for `a > 0` and `c ≠ 0`. -/
def pauliEnergy (Z c a : ℝ) : ℝ :=
  (Z * orbital a 0 ^ 2 - laplacianIntegral a) / normIntegral a / (8 * c ^ 2)

/-- The Pauli correction `-M'(Z)` to the mean of `1/r`, with the charge in the operator
held fixed, for `Z > 0` and `c ≠ 0`. -/
def pauliResponse (Z c : ℝ) : ℝ := -deriv (pauliEnergy Z c) Z

/-- The picture-change correction `-g(0)²/(8c²N)` to the mean of `1/r`,
for `a > 0` and `c ≠ 0`. -/
def pictureChange (c a : ℝ) : ℝ := -(orbital a 0 ^ 2 / normIntegral a) / (8 * c ^ 2)

/-- The slope of the orbital is `-a` times the orbital. -/
theorem orbital_hasDerivAt (a r : ℝ) : HasDerivAt (orbital a) (-a * orbital a r) r := by
  have h := ((hasDerivAt_id' r).const_mul (-a)).exp
  exact h.congr_deriv (by simp only [orbital]; ring)

/-- The orbital solves the radial Schrödinger equation for nuclear charge `a` and energy `-a²/2`,
written here for `r ≠ 0` after multiplication by `r`. -/
theorem orbital_schrodinger (a : ℝ) {r : ℝ} (hr : r ≠ 0) :
    r * (-(1 / 2) * radialLaplacian (orbital a) r)
      = (a + -(a ^ 2 / 2) * r) * orbital a r := by
  have h1 : deriv (orbital a) = fun x => -a * orbital a x :=
    funext fun x => (orbital_hasDerivAt a x).deriv
  have h2 : deriv (fun x => -a * orbital a x) r = -a * (-a * orbital a r) :=
    ((orbital_hasDerivAt a r).const_mul (-a)).deriv
  have h3 : 2 * (-a * orbital a r) / r * r = 2 * (-a * orbital a r) :=
    div_mul_cancel₀ _ hr
  simp only [radialLaplacian, h1, h2]
  linear_combination (-(1 / 2)) * h3

/-- The integral of a squared linear function of `r` against `exp(-2ar)` over the half-line. -/
theorem integral_linear_sq_exp {a : ℝ} (ha : 0 < a) (p q : ℝ) :
    ∫ r in Ioi (0 : ℝ), (p * r + q) ^ 2 * Real.exp (-(2 * a * r))
      = p ^ 2 / (4 * a ^ 3) + p * q / (2 * a ^ 2) + q ^ 2 / (2 * a) := by
  -- coefficients of the antiderivative -(A r² + B r + C) exp(-2ar)
  obtain ⟨A, hA⟩ : ∃ A, A = p ^ 2 / (2 * a) := ⟨_, rfl⟩
  obtain ⟨B, hB⟩ : ∃ B, B = (p * q + A) / a := ⟨_, rfl⟩
  obtain ⟨C, hC⟩ : ∃ C, C = (q ^ 2 + B) / (2 * a) := ⟨_, rfl⟩
  have h1 : 2 * a * A = p ^ 2 := by rw [hA]; field_simp
  have h2 : a * B = p * q + A := by rw [hB]; field_simp
  have h3 : 2 * a * C = q ^ 2 + B := by rw [hC]; field_simp
  have hF : ∀ x ∈ Ici (0 : ℝ), HasDerivAt
      (fun x => -((A * x ^ 2 + B * x + C) * Real.exp (-(2 * a * x))))
      ((p * x + q) ^ 2 * Real.exp (-(2 * a * x))) x := by
    intro x _
    have hp := ((((hasDerivAt_id' x).fun_pow 2).const_mul A).fun_add
      ((hasDerivAt_id' x).const_mul B)).add_const C
    have he := ((hasDerivAt_id' x).const_mul (2 * a)).fun_neg.exp
    refine (hp.fun_mul he).fun_neg.congr_deriv ?_
    push_cast
    linear_combination Real.exp (-(2 * a * x)) * (x ^ 2 * h1 + 2 * x * h2 + h3)
  -- the antiderivative vanishes at infinity
  have ht : ∀ n : ℕ, Tendsto (fun x : ℝ => x ^ n * Real.exp (-(2 * a * x))) atTop (𝓝 0) := by
    intro n
    have h := tendsto_rpow_mul_exp_neg_mul_atTop_nhds_zero (n : ℝ) (2 * a) (by positivity)
    refine h.congr fun x => ?_
    rw [Real.rpow_natCast, neg_mul]
  have hlim : Tendsto (fun x => -((A * x ^ 2 + B * x + C) * Real.exp (-(2 * a * x))))
      atTop (𝓝 0) := by
    have h := ((((ht 2).const_mul A).add ((ht 1).const_mul B)).add ((ht 0).const_mul C)).neg
    simp only [mul_zero, add_zero, neg_zero] at h
    exact h.congr fun x => by ring
  have h := integral_Ioi_of_hasDerivAt_of_nonneg' hF (fun x _ => by positivity) hlim
  have hC' : C = p ^ 2 / (4 * a ^ 3) + p * q / (2 * a ^ 2) + q ^ 2 / (2 * a) := by
    rw [hC, hB, hA]
    field_simp
    ring
  rw [h, ← hC']
  simp

/-- The two radial integrals are `N = 1/(4a³)` and `K = 5a/4`. -/
theorem radial_integrals {a : ℝ} (ha : 0 < a) :
    normIntegral a = 1 / (4 * a ^ 3) ∧ laplacianIntegral a = 5 * a / 4 := by
  have hsq : ∀ r, orbital a r ^ 2 = Real.exp (-(2 * a * r)) := by
    intro r
    rw [orbital, sq, ← Real.exp_add]
    congr 1
    ring
  constructor
  · have h : normIntegral a
        = ∫ r in Ioi (0 : ℝ), (1 * r + 0) ^ 2 * Real.exp (-(2 * a * r)) := by
      unfold normIntegral
      refine setIntegral_congr_fun measurableSet_Ioi fun r _ => ?_
      simp only [hsq]
      ring
    rw [h, integral_linear_sq_exp ha]
    ring
  · have h : laplacianIntegral a
        = ∫ r in Ioi (0 : ℝ), (a ^ 2 * r + -2 * a) ^ 2 * Real.exp (-(2 * a * r)) := by
      unfold laplacianIntegral
      refine setIntegral_congr_fun measurableSet_Ioi fun r hr => ?_
      -- the Schrödinger equation supplies r times the Laplacian
      have hs : r * radialLaplacian (orbital a) r = (a ^ 2 * r + -2 * a) * orbital a r := by
        linear_combination (-2) * orbital_schrodinger a (ne_of_gt hr)
      simp only [← hsq]
      rw [← mul_pow, ← mul_pow, mul_comm _ r, hs]
    rw [h, integral_linear_sq_exp ha]
    field_simp
    ring

/-- The Pauli energy in closed form: `M(a) = (4Za³ - 5a⁴)/(8c²)`. -/
theorem pauliEnergy_eq (Z c : ℝ) {a : ℝ} (ha : 0 < a) :
    pauliEnergy Z c a = (4 * Z * a ^ 3 - 5 * a ^ 4) / (8 * c ^ 2) := by
  have h0 : orbital a 0 = 1 := by simp [orbital]
  rw [pauliEnergy, h0, (radial_integrals ha).1, (radial_integrals ha).2, div_div_eq_mul_div]
  ring

/-- The derivative of the Pauli energy with respect to the orbital exponent, at fixed
nuclear charge in the operator. -/
theorem pauliEnergy_hasDerivAt (Z c : ℝ) {a : ℝ} (ha : 0 < a) :
    HasDerivAt (pauliEnergy Z c) ((12 * Z * a ^ 2 - 20 * a ^ 3) / (8 * c ^ 2)) a := by
  have h := (((hasDerivAt_pow 3 a).const_mul (4 * Z)).fun_sub
    ((hasDerivAt_pow 4 a).const_mul 5)).div_const (8 * c ^ 2)
  refine (h.congr_of_eventuallyEq ?_).congr_deriv (by push_cast; ring)
  filter_upwards [Ioi_mem_nhds ha] with x hx
  exact pauliEnergy_eq Z c hx

/-- The Pauli correction to the mean of `1/r` is `Z³/c²`; adding the picture-change term
gives `Z³/(2c²)`, which is half of it. -/
theorem picture_change_halves {Z c : ℝ} (hZ : 0 < Z) (hc : c ≠ 0) :
    pauliResponse Z c = Z ^ 3 / c ^ 2 ∧
    pauliResponse Z c + pictureChange c Z = Z ^ 3 / (2 * c ^ 2) ∧
    (pauliResponse Z c + pictureChange c Z) / pauliResponse Z c = 1 / 2 := by
  have h1 : pauliResponse Z c = Z ^ 3 / c ^ 2 := by
    rw [pauliResponse, (pauliEnergy_hasDerivAt Z c hZ).deriv]
    ring
  have h2 : pictureChange c Z = -(Z ^ 3 / c ^ 2) / 2 := by
    have h0 : orbital Z 0 = 1 := by simp [orbital]
    rw [pictureChange, h0, (radial_integrals hZ).1, div_div_eq_mul_div]
    ring
  have h3 : Z ^ 3 / c ^ 2 ≠ 0 := by positivity
  refine ⟨h1, by rw [h1, h2]; ring, ?_⟩
  rw [h1, h2, div_eq_iff h3]
  ring

/-- When the charge varies in the operator and in the orbital together, the derivative of the Pauli
energy is minus the picture-change-corrected correction to the mean of `1/r`. -/
theorem hellmann_feynman {Z c : ℝ} (hZ : 0 < Z) (hc : c ≠ 0) :
    HasDerivAt (fun z => pauliEnergy z c z)
      (-(pauliResponse Z c + pictureChange c Z)) Z := by
  have h := (hasDerivAt_pow 4 Z).const_mul (-(1 / (8 * c ^ 2)))
  rw [(picture_change_halves hZ hc).2.1]
  refine (h.congr_of_eventuallyEq ?_).congr_deriv (by push_cast; ring)
  filter_upwards [Ioi_mem_nhds hZ] with z hz
  rw [pauliEnergy_eq z c hz]
  ring

end

end PauliPictureChange
```

```lean
#print axioms PauliPictureChange.picture_change_halves
#print axioms PauliPictureChange.hellmann_feynman
```

```
'PauliPictureChange.picture_change_halves' depends on axioms: [propext, Classical.choice, Quot.sound]
'PauliPictureChange.hellmann_feynman' depends on axioms: [propext, Classical.choice, Quot.sound]
```

## An exact 1s result for postulated Pauli operators

**The statement in words.** `picture_change_halves` says that for every real Z > 0 and every real c ≠ 0, the uncorrected value is Z³/c², the corrected value is Z³/(2c²), and their quotient is 1/2. `hellmann_feynman` says, under the same hypotheses, that the Pauli energy with both charges varying together has a derivative equal to minus the corrected value. Despite its name, it is this 1s identity only and not the general Hellmann–Feynman theorem.

The Lean objects correspond to the physics as follows.

- `orbital a` is g, and `radialLaplacian` is built from actual derivatives of the function it receives.
- `normIntegral a` and `laplacianIntegral a` are N and K, as integrals over the open half-line r > 0.
- `pauliEnergy Z c a` is M(a). Its division by `normIntegral a` does the normalisation.
- `pauliResponse Z c` is −M′(Z). The expression `deriv (pauliEnergy Z c) Z` differentiates in the last argument only, which keeps the operator's charge fixed.
- `pictureChange c a` is the mean of the extra term in the transformed operator.

**How the proof follows the derivation.** `orbital_hasDerivAt` supplies g′ = −ag. `orbital_schrodinger` applies it twice and proves the radial equation multiplied by r, where r ≠ 0 is used to cancel the division in 2g′/r.

`integral_linear_sq_exp` is the calculation with A, B and C. The three coefficient equations are `h1`, `h2` and `h3`, and `linear_combination` uses them to check the derivative of the antiderivative. The limit at infinity comes from the decay of xⁿ exp(−2ax) for n = 0, 1, 2. Because the integrand is nonnegative, the Mathlib theorem for half-line integrals needs no separate proof of integrability.

`radial_integrals` inserts the two choices of p and q, and takes r∇²g from the Schrödinger equation. `pauliEnergy_eq` then gives the closed form for a > 0. To differentiate it, `pauliEnergy_hasDerivAt` uses the fact that a positive a has a whole neighbourhood of positive values, on which M agrees with the polynomial. `picture_change_halves` sets a = Z and combines the terms. `hellmann_feynman` differentiates −Z⁴/(8c²) directly and does not go through the chain rule.

**What is assumed.** The Darwin, mass-velocity and picture-change expressions enter as definitions. They stand for the order-1/c² terms left after the Dirac equation has been reduced to two components, and the file does not derive that reduction. The perturbation argument that identifies −M′(Z) with a change in ⟨1/r⟩ is likewise part of the physical reading. The Schrödinger equation is proved for g, but not that g is the ground state.

The model has one electron, a point nucleus and an exact exponential orbital. It contains no electron repulsion, no finite nuclear size, no Gaussian basis error and no terms beyond order 1/c². Spin–orbit coupling is absent because it vanishes for an s state.

**A negative charge.** The hypothesis Z > 0 makes the orbital decay. Take Z = −1 and c = 1: the function exp(r) grows, and its norm integral diverges. Lean gives such an integral the value 0 and also sets division by 0 to 0, so `pauliResponse (-1) 1` is 0, whereas Z³/c² is −1. The first equation of `picture_change_halves` is then false. The value 0 comes from Lean's conventions and has no physical meaning, since a repulsive centre has no 1s state.
